# The Ohmic Quantum Enhancement Factor Converges above the Kramers Crossover Temperature

At low temperature, the harmonic quantum correction to a thermally activated rate, which treats the well and the barrier as parabolas, can return a negative number. The correction is a product over the Matsubara modes of positive frequency, each contributing a well stiffness divided by a barrier stiffness. If one barrier stiffness is negative, so is the predicted rate; if two are negative, the signs cancel and the answer looks acceptable although the formula has already failed. A stiffness of zero leaves the product undefined. One therefore needs to know the temperature above which every denominator is positive, and whether the infinite product then has a finite value.

## Positivity, convergence and the effect of friction

Use units with $\hbar=k_B=1$ and mass-weighted coordinates. Let $T>0$ be the temperature, $\gamma\ge 0$ the Ohmic (memoryless) friction, $w_0$ the well frequency and $w_b$ the barrier frequency. With $\nu_n=2\pi nT$, define the barrier and well stiffnesses

$$B_n=\nu_n^2+\gamma\nu_n-w_b^2,\qquad W_n=\nu_n^2+\gamma\nu_n+w_0^2 ,$$

and the finite products $P_N=\prod_{n=1}^N W_n/B_n$. Let $\mu>0$ satisfy $\mu^2+\gamma\mu=w_b^2$, called the Kramers equation in this text. This $\mu$ is the exponential growth rate, $x\propto e^{\mu t}$, with which a classical trajectory with friction departs from the top of the parabolic barrier. The name "Kramers rate" in the Lean code refers to this $\mu$, not to the escape rate over the barrier.

The claim has four parts:

- All $B_n$ with $n\ge1$ are positive exactly when $T>\mu/(2\pi)$.
- Above that temperature $P_N$ converges to a limit $P>1$.
- $P$ exceeds every bound as $T$ falls to $\mu/(2\pi)$.
- At fixed $w_b$, $\mu$ strictly decreases as $\gamma$ grows.

**Positivity.** Substituting the Kramers equation for $w_b^2$ gives

$$B_n=\nu_n^2-\mu^2+\gamma(\nu_n-\mu)=(\nu_n-\mu)(\nu_n+\mu+\gamma).$$

The second factor is positive, so $B_n>0$ exactly when $\nu_n>\mu$. The smallest frequency with $n\ge1$ is $\nu_1=2\pi T$, so all the stiffnesses are positive exactly when $2\pi T>\mu$.

**Convergence.** Let $2\pi T>\mu$. Since $\mu\le n\mu$ for $n\ge1$, we have $\nu_n-\mu\ge n(2\pi T-\mu)$, while $\nu_n+\mu+\gamma\ge 2\pi nT$. Hence

$$B_n\ge Dn^2,\qquad D=(2\pi T-\mu)\,2\pi T>0.$$

Put $A=w_0^2+w_b^2$, which is positive because $w_b^2=\mu^2+\gamma\mu>0$. Since $W_n=B_n+A$, each factor is $W_n/B_n=1+A/B_n>1$, and $P_N$ increases with $N$. From $1+x\le e^x$,

$$P_N\le\prod_{n=1}^N\left(1+\frac{A}{Dn^2}\right)\le\exp\left(\frac AD\sum_{n=1}^\infty\frac1{n^2}\right)<\infty .$$

An increasing bounded sequence converges, and its limit satisfies $P\ge P_1=1+A/B_1>1$.

**Approach to crossover.** As $T$ falls to $\mu/(2\pi)$, $\nu_1$ falls to $\mu$ and $B_1$ falls to zero through positive values. The bound $P\ge1+A/B_1$ then forces $P$ above any prescribed number.

**Friction.** Let $\mu_1,\mu_2$ be the positive solutions for $0\le\gamma_1<\gamma_2$. If $\mu_1\le\mu_2$, then

$$w_b^2=\mu_1^2+\gamma_1\mu_1\le\mu_2^2+\gamma_1\mu_2<\mu_2^2+\gamma_2\mu_2=w_b^2,$$

a contradiction. So $\mu_2<\mu_1$, and the crossover temperature $\mu/(2\pi)$ falls with it.

## Numbers for a damped barrier, and the frictionless limit

Take $\gamma=3$, $w_b=2$ and $w_0=2$. The Kramers equation $\mu^2+3\mu=4$ gives $\mu=1$, so crossover lies at $T=1/(2\pi)\approx0.159$. At twice that temperature, $T=1/\pi$, we have $\nu_n=2n$ and

$$B_1=6,\quad B_2=24,\quad B_3=50,\qquad A=8.$$

The first three factors are $7/3$, $4/3$ and $1.16$, so $P_1\approx2.33$, $P_2\approx3.11$ and $P_3\approx3.61$. At half the crossover temperature, $\nu_1=1/2$ and $\nu_2=1$, so $B_1=-9/4$ and $B_2=0$: both kinds of failure occur together. Without friction, the same barrier would have $\mu=2$ and twice the crossover temperature.

For $\gamma=0$ and positive $w_0,w_b$, the Kramers equation gives $\mu=w_b$, and Euler's products for $\sinh$ and $\sin$ evaluate the limit in closed form:

$$P=\frac{w_b\,\sinh(w_0/2T)}{w_0\,\sin(w_b/2T)} .$$

The sine vanishes at $T=w_b/(2\pi)$, where the divergence is expected.

## Stiffnesses and finite products in Lean

```lean
import Mathlib

open Real Filter Topology

namespace QuantumKramersCrossover

noncomputable section
```

All quantities are real numbers, and mode numbers are natural numbers.

```lean
/-- The Matsubara frequency `2 π n T`, in units with `ħ = k_B = 1`. -/
def matsubara (T : ℝ) (n : ℕ) : ℝ := 2 * π * n * T
```

`matsubara T n` is $\nu_n$. In ordinary units the crossover condition reads $T>\hbar\mu/(2\pi k_B)$.

```lean
/-- The stiffness of the `n`-th Matsubara mode at a barrier of frequency `wb`
with Ohmic friction `γ`. -/
def barrierMode (γ wb T : ℝ) (n : ℕ) : ℝ :=
  matsubara T n ^ 2 + γ * matsubara T n - wb ^ 2
```

`barrierMode` is $B_n$. The term $\gamma\nu_n$ encodes Ohmic friction; a bath with memory would replace $\gamma$ by a function of $\nu_n$.

```lean
/-- The stiffness of the `n`-th Matsubara mode in a well of frequency `w0`
with Ohmic friction `γ`. -/
def wellMode (γ w0 T : ℝ) (n : ℕ) : ℝ :=
  matsubara T n ^ 2 + γ * matsubara T n + w0 ^ 2
```

`wellMode` is $W_n$. Both definitions treat the potential as exactly quadratic, so anharmonic corrections are absent.

```lean
/-- The quantum enhancement factor of the rate, restricted to the first `N` Matsubara modes:
the product of well stiffness over barrier stiffness for `n = 1, ..., N`. -/
def enhancement (γ w0 wb T : ℝ) (N : ℕ) : ℝ :=
  ∏ n ∈ Finset.range N, wellMode γ w0 T (n + 1) / barrierMode γ wb T (n + 1)
```

`enhancement γ w0 wb T N` is $P_N$. The Lean index in the product runs from $0$ to $N-1$, and the mode number is `n + 1`, which leaves out the zero mode. For $N=0$ the product is empty and equals one. The definition takes this product as the quantum correction; the rate formula in which it appears is not derived.

## The sign of the barrier modes

```lean
/-- If `μ` solves the Kramers equation, the barrier stiffness factors into
`(ν - μ) (ν + μ + γ)`. -/
theorem barrierMode_factor {γ wb μ : ℝ} (h : μ ^ 2 + γ * μ = wb ^ 2) (T : ℝ) (n : ℕ) :
    barrierMode γ wb T n = (matsubara T n - μ) * (matsubara T n + μ + γ) := by
  unfold barrierMode
  linear_combination h
```

Here `h` is the Kramers equation. The two sides of the factorisation differ by exactly that equation, which is what `linear_combination h` checks. The rate $\mu$ enters as a given solution; for $w_b\ne0$ the quadratic formula supplies it as $\mu=-\gamma/2+\sqrt{\gamma^2/4+w_b^2}$.

```lean
/-- Above the temperature `μ / (2 π)` the barrier stiffness is bounded below by a positive multiple
of `n ^ 2`, for all modes with `n ≥ 1`. -/
theorem barrierMode_growth {γ wb μ T : ℝ} (hγ : 0 ≤ γ) (hμ : 0 < μ)
    (h : μ ^ 2 + γ * μ = wb ^ 2) (hT : μ / (2 * π) < T) :
    ∃ D : ℝ, 0 < D ∧ ∀ n : ℕ, 1 ≤ n → (n : ℝ) ^ 2 * D ≤ barrierMode γ wb T n := by
  have h1 : μ < T * (2 * π) := (div_lt_iff₀ (by positivity)).1 hT
  have ha : 0 < 2 * π * T - μ := by linarith
  have hb : 0 < 2 * π * T := by linarith
  refine ⟨(2 * π * T - μ) * (2 * π * T), mul_pos ha hb, fun n hn => ?_⟩
  have hn' : (1 : ℝ) ≤ n := by exact_mod_cast hn
  have hnμ : μ ≤ n * μ := by nlinarith
  have e : matsubara T n = n * (2 * π * T) := by unfold matsubara; ring
  have hna : 0 ≤ (n : ℝ) * (2 * π * T - μ) := mul_nonneg (by linarith) ha.le
  have hnb : 0 ≤ (n : ℝ) * (2 * π * T) := mul_nonneg (by linarith) hb.le
  have l1 : (n : ℝ) * (2 * π * T - μ) ≤ matsubara T n - μ := by
    rw [e, mul_sub]; linarith
  have l2 : (n : ℝ) * (2 * π * T) ≤ matsubara T n + μ + γ := by
    rw [e]; linarith
  rw [barrierMode_factor h]
  calc (n : ℝ) ^ 2 * ((2 * π * T - μ) * (2 * π * T))
      = (n * (2 * π * T - μ)) * (n * (2 * π * T)) := by ring
    _ ≤ _ := mul_le_mul l1 l2 hnb (hna.trans l1)
```

This is the estimate $B_n\ge Dn^2$, with the same $D$ as above. The steps `l1` and `l2` bound the two factors separately, and `mul_le_mul` multiplies the bounds, which is legitimate because the quantities involved are nonnegative.

```lean
/-- All barrier modes with `n ≥ 1` are stable exactly when the temperature exceeds
the Kramers rate `μ` divided by `2 π`. -/
theorem barrier_stable_iff {γ wb μ T : ℝ} (hγ : 0 ≤ γ) (hμ : 0 < μ) (hT : 0 < T)
    (h : μ ^ 2 + γ * μ = wb ^ 2) :
    (∀ n : ℕ, 1 ≤ n → 0 < barrierMode γ wb T n) ↔ μ / (2 * π) < T := by
  constructor
  · intro H
    -- the lowest mode already decides
    have h1 := H 1 le_rfl
    rw [barrierMode_factor h] at h1
    have e : matsubara T 1 = 2 * π * T := by simp [matsubara]
    have hν : 0 < 2 * π * T := by positivity
    rw [e] at h1
    by_contra hc
    have h2 : T * (2 * π) ≤ μ := (le_div_iff₀ (by positivity)).1 (not_lt.1 hc)
    have h3 : 0 ≤ (μ - 2 * π * T) * (2 * π * T + μ + γ) :=
      mul_nonneg (by linarith) (by linarith)
    linarith
  · intro hc n hn
    obtain ⟨D, hD, hle⟩ := barrierMode_growth hγ hμ h hc
    have hn' : (0 : ℝ) < n := by exact_mod_cast hn
    exact lt_of_lt_of_le (mul_pos (pow_pos hn' 2) hD) (hle n hn)
```

For positive temperature, the theorem equates stability of every mode $n\ge1$ with `μ / (2 * π) < T`. In the forward direction only $n=1$ is used: if $2\pi T\le\mu$, the factored $B_1$ cannot be positive. The reverse direction follows from the quadratic lower bound.

Physically, $B_n$ measures the curvature of the imaginary-time action about the path that rests at the barrier top. The criterion says when this curvature is strictly positive for every mode $n\ge1$, for a parabolic barrier with Ohmic friction.

## The limit of the product

```lean
/-- Each mode with nonzero barrier stiffness contributes one plus `w0 ^ 2 + wb ^ 2` over its barrier
stiffness. -/
theorem mode_ratio {γ w0 wb T : ℝ} {n : ℕ} (hb : barrierMode γ wb T n ≠ 0) :
    wellMode γ w0 T n / barrierMode γ wb T n
      = 1 + (w0 ^ 2 + wb ^ 2) / barrierMode γ wb T n := by
  have e : wellMode γ w0 T n = barrierMode γ wb T n + (w0 ^ 2 + wb ^ 2) := by
    unfold wellMode barrierMode; ring
  rw [e, add_div, div_self hb]
```

The identity $W_n/B_n=1+A/B_n$ needs only $B_n\ne0$.

```lean
/-- When all barrier modes with `n ≥ 1` are stable, including more modes never lowers the
enhancement factor. -/
theorem enhancement_monotone {γ w0 wb T : ℝ}
    (hpos : ∀ n : ℕ, 1 ≤ n → 0 < barrierMode γ wb T n) :
    Monotone (enhancement γ w0 wb T) := by
  have hr : ∀ n : ℕ, 1 ≤ wellMode γ w0 T (n + 1) / barrierMode γ wb T (n + 1) := by
    intro n
    have hb := hpos (n + 1) (by omega)
    rw [mode_ratio hb.ne']
    have : 0 ≤ (w0 ^ 2 + wb ^ 2) / barrierMode γ wb T (n + 1) :=
      div_nonneg (by positivity) hb.le
    linarith
  refine monotone_nat_of_le_succ fun N => ?_
  unfold enhancement
  rw [Finset.prod_range_succ]
  exact le_mul_of_one_le_right
    (Finset.prod_nonneg fun n _ => zero_le_one.trans (hr n)) (hr N)
```

If all barrier modes with $n\ge1$ are stable, every factor is at least one. Passing from $N$ to $N+1$ multiplies a nonnegative product by such a factor, so `enhancement` is monotone in $N$. The lemma states the non-strict inequality, which is enough for the limit.

```lean
/-- Above the temperature `μ / (2 π)` the product over the Matsubara modes `n ≥ 1` converges, and
its value is greater than one. -/
theorem enhancement_converges {γ wb μ T : ℝ} (w0 : ℝ) (hγ : 0 ≤ γ) (hμ : 0 < μ)
    (h : μ ^ 2 + γ * μ = wb ^ 2) (hT : μ / (2 * π) < T) :
    ∃ P : ℝ, 1 < P ∧ Tendsto (enhancement γ w0 wb T) atTop (𝓝 P) := by
  have hT0 : 0 < T := lt_trans (by positivity) hT
  have hpos := (barrier_stable_iff hγ hμ hT0 h).2 hT
  have hmono := enhancement_monotone (w0 := w0) hpos
  have hA : 0 < w0 ^ 2 + wb ^ 2 := by rw [← h]; positivity
  obtain ⟨D, hD, hle⟩ := barrierMode_growth hγ hμ h hT
  have hC : 0 ≤ (w0 ^ 2 + wb ^ 2) / D := (div_pos hA hD).le
  have hs : Summable (fun n : ℕ => (w0 ^ 2 + wb ^ 2) / D * (1 / ((n + 1 : ℕ) : ℝ) ^ 2)) :=
    ((summable_nat_add_iff (f := fun n : ℕ => 1 / (n : ℝ) ^ 2) 1).2
      (Real.summable_one_div_nat_pow.2 one_lt_two)).mul_left _
  -- the finite products are bounded by the exponential of a convergent sum
  have hbdd : BddAbove (Set.range (enhancement γ w0 wb T)) := by
    refine ⟨Real.exp (∑' n : ℕ, (w0 ^ 2 + wb ^ 2) / D * (1 / ((n + 1 : ℕ) : ℝ) ^ 2)), ?_⟩
    rintro _ ⟨N, rfl⟩
    calc enhancement γ w0 wb T N
        ≤ ∏ n ∈ Finset.range N,
            Real.exp ((w0 ^ 2 + wb ^ 2) / D * (1 / ((n + 1 : ℕ) : ℝ) ^ 2)) := by
          refine Finset.prod_le_prod (fun n _ => ?_) (fun n _ => ?_)
          · have hb := hpos (n + 1) (by omega)
            rw [mode_ratio hb.ne']
            exact add_nonneg zero_le_one (div_pos hA hb).le
          · have hb := hpos (n + 1) (by omega)
            have hm : (0 : ℝ) < ((n + 1 : ℕ) : ℝ) ^ 2 := by positivity
            have h1 := div_le_div_of_nonneg_left hA.le (mul_pos hm hD) (hle (n + 1) (by omega))
            have h2 : (w0 ^ 2 + wb ^ 2) / (((n + 1 : ℕ) : ℝ) ^ 2 * D)
                = (w0 ^ 2 + wb ^ 2) / D * (1 / ((n + 1 : ℕ) : ℝ) ^ 2) := by
              rw [div_mul_div_comm, mul_one, mul_comm D]
            rw [mode_ratio hb.ne']
            have h3 := Real.add_one_le_exp
              ((w0 ^ 2 + wb ^ 2) / D * (1 / ((n + 1 : ℕ) : ℝ) ^ 2))
            rw [h2] at h1
            linarith
      _ = Real.exp (∑ n ∈ Finset.range N,
            (w0 ^ 2 + wb ^ 2) / D * (1 / ((n + 1 : ℕ) : ℝ) ^ 2)) := (Real.exp_sum _ _).symm
      _ ≤ _ := Real.exp_le_exp.2
          (hs.sum_le_tsum _ (fun n _ => mul_nonneg hC (by positivity)))
  have hlim := tendsto_atTop_ciSup hmono hbdd
  refine ⟨_, ?_, hlim⟩
  -- the limit is at least the first factor
  have h1 := hmono.ge_of_tendsto hlim 1
  have hb := hpos 1 le_rfl
  have e : enhancement γ w0 wb T 1 = 1 + (w0 ^ 2 + wb ^ 2) / barrierMode γ wb T 1 := by
    rw [enhancement, Finset.prod_range_one]
    exact mode_ratio hb.ne'
  have h2 := div_pos hA hb
  linarith
```

The conclusion gives a real number `P` with `1 < P` to which the finite products tend. Convergence is thus a statement about $P_N$ as $N\to\infty$, for any real `w0`, including zero. Positivity of $T$ is deduced from `hT`.

The proof follows the derivation above. `hs` records that $\sum A/(Dn^2)$ converges, with the index shifted by one. `hbdd` bounds the finite products: `Real.add_one_le_exp` supplies $1+x\le e^x$ for each factor, `Real.exp_sum` turns the product of exponentials into the exponential of a sum, and `sum_le_tsum` compares the finite sum with the full series. Monotone convergence is `tendsto_atTop_ciSup`. Finally, `ge_of_tendsto` shows that the limit is at least $P_1$, which is strictly greater than one.

For simulation practice, the theorem justifies truncating the Matsubara product at large $N$ at a fixed temperature above crossover, within this harmonic, Ohmic model. It gives no rate of convergence.

## Divergence at crossover

```lean
/-- For any bound `M`, at all temperatures above and close enough to `μ / (2 π)`, any limit of the
finite products exceeds `M`. -/
theorem enhancement_diverges {γ wb μ : ℝ} (w0 : ℝ) (hγ : 0 ≤ γ) (hμ : 0 < μ)
    (h : μ ^ 2 + γ * μ = wb ^ 2) (M : ℝ) :
    ∀ᶠ T in 𝓝[>] (μ / (2 * π)), ∀ P : ℝ,
      Tendsto (enhancement γ w0 wb T) atTop (𝓝 P) → M < P := by
  have hA : 0 < w0 ^ 2 + wb ^ 2 := by rw [← h]; positivity
  have hc : Continuous (fun T => barrierMode γ wb T 1) := by
    unfold barrierMode matsubara; fun_prop
  -- the lowest barrier mode becomes soft at crossover
  have h0 : barrierMode γ wb (μ / (2 * π)) 1 = 0 := by
    have e : matsubara (μ / (2 * π)) 1 = μ := by
      rw [matsubara, Nat.cast_one]; field_simp
    rw [barrierMode_factor h, e, sub_self, zero_mul]
  have hε : 0 < (w0 ^ 2 + wb ^ 2) / (|M| + 1) := div_pos hA (by positivity)
  have hmem := (isOpen_lt hc continuous_const).mem_nhds
    (show barrierMode γ wb (μ / (2 * π)) 1 < (w0 ^ 2 + wb ^ 2) / (|M| + 1) by
      rw [h0]; exact hε)
  filter_upwards [mem_nhdsWithin_of_mem_nhds hmem, self_mem_nhdsWithin] with T h1 h2 P hP
  have hT : μ / (2 * π) < T := h2
  have hpos := (barrier_stable_iff hγ hμ (lt_trans (by positivity) hT) h).2 hT
  have hb := hpos 1 le_rfl
  have h3 : barrierMode γ wb T 1 * (|M| + 1) < w0 ^ 2 + wb ^ 2 :=
    (lt_div_iff₀ (by positivity)).1 h1
  have h4 : |M| + 1 < (w0 ^ 2 + wb ^ 2) / barrierMode γ wb T 1 :=
    (lt_div_iff₀ hb).2 (by linarith)
  have h5 := (enhancement_monotone (w0 := w0) hpos).ge_of_tendsto hP 1
  have e : enhancement γ w0 wb T 1 = 1 + (w0 ^ 2 + wb ^ 2) / barrierMode γ wb T 1 := by
    rw [enhancement, Finset.prod_range_one]
    exact mode_ratio hb.ne'
  have h6 := le_abs_self M
  linarith
```

The expression `∀ᶠ T in 𝓝[>] (μ / (2 * π))` means "for all $T$ in some interval immediately above $\mu/(2\pi)$". For each such temperature, any limit `P` of the finite products exceeds `M`; the preceding theorem ensures that a limit exists.

The proof first evaluates $B_1=0$ at crossover. Since $B_1$ is continuous in $T$, it lies below $A/(|M|+1)$ nearby, and above crossover it is positive. Therefore $A/B_1>|M|+1$, and the limit, being at least $1+A/B_1$, exceeds $M$.

This growth belongs to the quadratic approximation. As the lowest mode softens, its fluctuations become large and anharmonic terms of a real barrier matter, so the divergence should not be read as an infinite physical rate.

## Friction lowers the crossover temperature

```lean
/-- At fixed barrier frequency, stronger friction gives a strictly smaller Kramers rate. -/
theorem kramers_rate_strictly_decreases {γ₁ γ₂ wb μ₁ μ₂ : ℝ} (hγ : 0 ≤ γ₁) (hlt : γ₁ < γ₂)
    (hμ₁ : 0 < μ₁) (hμ₂ : 0 < μ₂) (h₁ : μ₁ ^ 2 + γ₁ * μ₁ = wb ^ 2)
    (h₂ : μ₂ ^ 2 + γ₂ * μ₂ = wb ^ 2) : μ₂ < μ₁ := by
  by_contra hc
  have hle : μ₁ ≤ μ₂ := not_lt.1 hc
  have a : μ₁ ^ 2 ≤ μ₂ ^ 2 := pow_le_pow_left₀ hμ₁.le hle 2
  have b : γ₁ * μ₁ ≤ γ₁ * μ₂ := mul_le_mul_of_nonneg_left hle hγ
  have c : 0 < (γ₂ - γ₁) * μ₂ := mul_pos (by linarith) hμ₂
  linarith

end

end QuantumKramersCrossover
```

The two Kramers equations share the same `wb` and differ in friction, with `γ₁ < γ₂`. Assuming $\mu_1\le\mu_2$, the inequalities `a`, `b` and `c` are the comparisons of the squares, of the friction terms at $\gamma_1$, and of the extra friction $(\gamma_2-\gamma_1)\mu_2>0$. Together they contradict the two equations. Dividing $\mu_2<\mu_1$ by $2\pi$ gives the ordering of the crossover temperatures: in this model, stronger damping extends to lower temperatures the range in which all barrier stiffnesses with $n\ge1$ are positive and the product converges.

```lean
#print axioms QuantumKramersCrossover.enhancement_converges
#print axioms QuantumKramersCrossover.enhancement_diverges
#print axioms QuantumKramersCrossover.kramers_rate_strictly_decreases
```

```
'QuantumKramersCrossover.enhancement_converges' depends on axioms: [propext, Classical.choice, Quot.sound]
'QuantumKramersCrossover.enhancement_diverges' depends on axioms: [propext, Classical.choice, Quot.sound]
'QuantumKramersCrossover.kramers_rate_strictly_decreases' depends on axioms: [propext, Classical.choice, Quot.sound]
```
